# One-magnon bands of a dimerized ferromagnetic chain: smallest separation and small-k limit

In a Heisenberg ferromagnetic chain of spins $S$ without field or anisotropy, let each nearest-neighbour bond have energy $-K\,\mathbf{S}\cdot\mathbf{S}'$, counted once and with spins in units of $\hbar$, and let $KS$ alternate between $J_1$ and $J_2$ along the chain. Measured from the fully aligned state, the one-magnon energies are

$$E_\pm(k) = J_1 + J_2 \pm |g(k)|, \qquad g(k) = J_1 + J_2 e^{ik}.$$

Here $k$ is the phase per two-site cell. For $J_1, J_2 > 0$, the smallest separation of the two bands over all $k$ is $2|J_1 - J_2|$, and $E_-(k)/k^2 \to J_1J_2/(2(J_1+J_2))$ as $k \to 0$. For a spin-wave program applied to this infinite chain with a single magnon, these formulas give exact values against which a computed gap between the bands and a computed stiffness can be compared. For cells of length $a$ and wave number $q = k/a$, the stiffness $D$ in $E_- \approx Dq^2$ is $a^2J_1J_2/(2(J_1+J_2))$.

## The chain and its Bloch waves

```lean
import Mathlib

open Matrix Filter Topology ComplexConjugate

namespace DimerizedFerromagnet

noncomputable section
```

The file loads Mathlib and opens some notation: `conj` is complex conjugation, `*ᵥ` applies a matrix to a vector, and `𝓝` is used for limits.

```lean
/-- The single-magnon Hamiltonian in real space: sites 0 and 1 of a cell are joined by `J₁`,
and site 0 of cell `n` is joined to site 1 of cell `n + 1` by `J₂`. -/
def chainH (J₁ J₂ : ℝ) (ψ : ℤ → Fin 2 → ℂ) : ℤ → Fin 2 → ℂ := fun n =>
  ![((J₁ : ℂ) + J₂) * ψ n 0 - J₁ * ψ n 1 - J₂ * ψ (n + 1) 1,
    ((J₁ : ℂ) + J₂) * ψ n 1 - J₁ * ψ n 0 - J₂ * ψ (n - 1) 0]
```

A magnon state is a function `ψ`, with $\psi_{n,i}$ the amplitude for the flipped spin to sit in cell $n$ on site $i = 0, 1$. The two entries of the vector read

$$(H\psi)_{n,0} = (J_1+J_2)\psi_{n,0} - J_1\psi_{n,1} - J_2\psi_{n+1,1},$$
$$(H\psi)_{n,1} = (J_1+J_2)\psi_{n,1} - J_1\psi_{n,0} - J_2\psi_{n-1,0}.$$

This operator is the starting point; it is not derived from a spin Hamiltonian in the file. It describes one flipped spin (for $S > 1/2$, one spin lowered by one unit) in a Heisenberg ferromagnet without field or anisotropy. Energies are measured from the fully aligned state, and each $J$ stands for the spin quantum number $S$ times the exchange constant $K$ of a bond, where the bond has energy $-K\,\mathbf{S}\cdot\mathbf{S}'$ and is counted once. The diagonal term is the cost of misalignment with both neighbours, and the other terms move the flip along a bond.

```lean
/-- A Bloch wave of wave number `k` with sublattice amplitudes `v`. -/
def blochWave (k : ℝ) (v : Fin 2 → ℂ) : ℤ → Fin 2 → ℂ := fun n i =>
  Complex.exp (k * Complex.I * (n : ℂ)) * v i
```

This is $\psi_{n,i} = e^{ikn}v_i$. The wave number $k$ is a dimensionless real number, the phase per cell, and both sites of a cell carry the same phase factor. No normalisation is imposed on $v$.

```lean
/-- The coupling `g = J₁ + J₂ exp(ik)` between the two sublattices. -/
def coupling (J₁ J₂ k : ℝ) : ℂ := J₁ + J₂ * Complex.exp (k * Complex.I)
```

This is $g(k)$; `Complex.I` is the imaginary unit.

```lean
/-- The Bloch Hamiltonian of one magnon at wave number `k`. -/
def blochH (J₁ J₂ k : ℝ) : Matrix (Fin 2) (Fin 2) ℂ :=
  !![(J₁ : ℂ) + J₂, -coupling J₁ J₂ k; -conj (coupling J₁ J₂ k), (J₁ : ℂ) + J₂]
```

In matrix form,

$$H(k) = \begin{pmatrix} J_1+J_2 & -g \\ -\bar g & J_1+J_2 \end{pmatrix}.$$

```lean
/-- The lower (acoustic) magnon band. -/
def acoustic (J₁ J₂ k : ℝ) : ℝ := J₁ + J₂ - ‖coupling J₁ J₂ k‖
```

The lower band is $E_- = J_1+J_2-|g|$; the double bars denote the modulus.

```lean
/-- The upper (optical) magnon band. -/
def optical (J₁ J₂ k : ℝ) : ℝ := J₁ + J₂ + ‖coupling J₁ J₂ k‖
```

The upper band is $E_+ = J_1+J_2+|g|$. At this point both are only names for formulas.

## From the chain to a two-by-two matrix

```lean
/-- On a Bloch wave the real-space Hamiltonian acts through the two-by-two Bloch Hamiltonian. -/
theorem chainH_blochWave (J₁ J₂ k : ℝ) (v : Fin 2 → ℂ) :
    chainH J₁ J₂ (blochWave k v) = blochWave k (blochH J₁ J₂ k *ᵥ v) := by
  have h0 : (blochH J₁ J₂ k *ᵥ v) 0
      = ((J₁ : ℂ) + J₂) * v 0 - coupling J₁ J₂ k * v 1 := by
    simp [blochH, Matrix.mulVec, dotProduct, Fin.sum_univ_two]
    ring
  have h1 : (blochH J₁ J₂ k *ᵥ v) 1
      = ((J₁ : ℂ) + J₂) * v 1 - conj (coupling J₁ J₂ k) * v 0 := by
    simp [blochH, Matrix.mulVec, dotProduct, Fin.sum_univ_two]
    ring
  have hc : conj (coupling J₁ J₂ k) = J₁ + J₂ * Complex.exp (-(k * Complex.I)) := by
    simp [coupling, ← Complex.exp_conj]
  funext n i
  -- moving by one cell multiplies the wave by a phase
  have hp : Complex.exp (k * Complex.I * ((n + 1 : ℤ) : ℂ))
      = Complex.exp (k * Complex.I * (n : ℂ)) * Complex.exp (k * Complex.I) := by
    rw [← Complex.exp_add]
    congr 1
    push_cast
    ring
  have hm : Complex.exp (k * Complex.I * ((n - 1 : ℤ) : ℂ))
      = Complex.exp (k * Complex.I * (n : ℂ)) * Complex.exp (-(k * Complex.I)) := by
    rw [← Complex.exp_add]
    congr 1
    push_cast
    ring
  fin_cases i
  · change ((J₁ : ℂ) + J₂) * (Complex.exp (k * Complex.I * (n : ℂ)) * v 0)
      - J₁ * (Complex.exp (k * Complex.I * (n : ℂ)) * v 1)
      - J₂ * (Complex.exp (k * Complex.I * ((n + 1 : ℤ) : ℂ)) * v 1)
      = Complex.exp (k * Complex.I * (n : ℂ)) * (blochH J₁ J₂ k *ᵥ v) 0
    rw [hp, h0, coupling]
    ring
  · change ((J₁ : ℂ) + J₂) * (Complex.exp (k * Complex.I * (n : ℂ)) * v 1)
      - J₁ * (Complex.exp (k * Complex.I * (n : ℂ)) * v 0)
      - J₂ * (Complex.exp (k * Complex.I * ((n - 1 : ℤ) : ℂ)) * v 0)
      = Complex.exp (k * Complex.I * (n : ℂ)) * (blochH J₁ J₂ k *ᵥ v) 1
    rw [hm, h1, hc]
    ring
```

The theorem says that $H$ applied to the Bloch wave of $v$ is the Bloch wave of $H(k)v$. By hand, insert $\psi_{n,i} = e^{ikn}v_i$ and take out $e^{ikn}$. A step to cell $n+1$ leaves a factor $e^{ik}$, and a step to $n-1$ leaves $e^{-ik}$:

$$(J_1+J_2)v_0 - (J_1 + J_2e^{ik})v_1 = (J_1+J_2)v_0 - g v_1,$$
$$(J_1+J_2)v_1 - (J_1 + J_2e^{-ik})v_0 = (J_1+J_2)v_1 - \bar g v_0.$$

In the proof, `hp` and `hm` are the two phase factors, `h0` and `h1` write out the rows of $H(k)v$, and `hc` computes $\bar g$. The command `fin_cases i` treats the two sites in turn, and `ring` finishes the algebra.

```lean
/-- The squared modulus of the coupling is `J₁² + J₂² + 2 J₁ J₂ cos k`. -/
theorem norm_coupling_sq (J₁ J₂ k : ℝ) :
    ‖coupling J₁ J₂ k‖ ^ 2 = J₁ ^ 2 + J₂ ^ 2 + 2 * J₁ * J₂ * Real.cos k := by
  have hre : (coupling J₁ J₂ k).re = J₁ + J₂ * Real.cos k := by
    simp [coupling, Complex.exp_ofReal_mul_I_re]
  have him : (coupling J₁ J₂ k).im = J₂ * Real.sin k := by
    simp [coupling, Complex.exp_ofReal_mul_I_im]
  rw [← Complex.normSq_eq_norm_sq, Complex.normSq_apply, hre, him]
  linear_combination J₂ ^ 2 * Real.sin_sq_add_cos_sq k
```

The real part of $g$ is $J_1 + J_2\cos k$ and the imaginary part is $J_2 \sin k$, so

$$|g|^2 = (J_1+J_2\cos k)^2 + J_2^2\sin^2 k = J_1^2+J_2^2+2J_1J_2\cos k.$$

The last line, `linear_combination`, tells Lean which multiple of $\sin^2 k+\cos^2 k=1$ turns one side into the other.

## The two band energies

```lean
/-- The eigenvalues of the Bloch Hamiltonian are exactly the two band energies
`J₁ + J₂ - |g|` and `J₁ + J₂ + |g|`. -/
theorem magnon_bands (J₁ J₂ k : ℝ) (E : ℂ) :
    (∃ v : Fin 2 → ℂ, v ≠ 0 ∧ blochH J₁ J₂ k *ᵥ v = E • v) ↔
      E = (acoustic J₁ J₂ k : ℂ) ∨ E = (optical J₁ J₂ k : ℂ) := by
  set M : Matrix (Fin 2) (Fin 2) ℂ :=
    !![(J₁ : ℂ) + J₂ - E, -coupling J₁ J₂ k;
      -conj (coupling J₁ J₂ k), (J₁ : ℂ) + J₂ - E] with hM
  have hv : ∀ v : Fin 2 → ℂ, M *ᵥ v = blochH J₁ J₂ k *ᵥ v - E • v := by
    intro v
    ext i
    fin_cases i <;>
      simp [hM, blochH, Matrix.mulVec, dotProduct, Fin.sum_univ_two] <;> ring
  have hg : coupling J₁ J₂ k * conj (coupling J₁ J₂ k)
      = (‖coupling J₁ J₂ k‖ : ℂ) ^ 2 := by
    rw [Complex.mul_conj, Complex.normSq_eq_norm_sq]
    push_cast
    rfl
  -- the secular determinant factorises over the two bands
  have hdet : M.det = (E - (acoustic J₁ J₂ k : ℂ)) * (E - (optical J₁ J₂ k : ℂ)) := by
    rw [hM, Matrix.det_fin_two_of, acoustic, optical]
    push_cast
    linear_combination -hg
  have key := Matrix.exists_mulVec_eq_zero_iff (M := M)
  simp only [hv, sub_eq_zero] at key
  rw [key, hdet, mul_eq_zero, sub_eq_zero, sub_eq_zero]
```

For any complex $E$, a nonzero $v$ with $H(k)v = Ev$ exists if and only if $E = E_-$ or $E = E_+$. The signs of the couplings play no role here. Such a $v$ exists exactly when the determinant of $M = H(k)-E$ vanishes, and

$$\det M = (J_1+J_2-E)^2 - |g|^2 = (E-E_-)(E-E_+).$$

In Lean, `hv` identifies $Mv$ with $H(k)v - Ev$, `hg` is $g\bar g = |g|^2$, `hdet` is the factorisation, and `key` is the determinant criterion from Mathlib.

## Where the bands come closest

```lean
/-- For positive couplings the band separation equals `2 |J₁ - J₂|` exactly at the wave numbers
with `cos k = -1`. -/
theorem separation_eq_iff {J₁ J₂ : ℝ} (h₁ : 0 < J₁) (h₂ : 0 < J₂) (k : ℝ) :
    optical J₁ J₂ k - acoustic J₁ J₂ k = 2 * |J₁ - J₂| ↔ Real.cos k = -1 := by
  have hn := norm_coupling_sq J₁ J₂ k
  unfold optical acoustic
  constructor
  · intro h
    have h' : ‖coupling J₁ J₂ k‖ = |J₁ - J₂| := by linarith
    rw [h', sq_abs] at hn
    have hz : (J₁ * J₂) * (1 + Real.cos k) = 0 := by linarith
    have := (mul_eq_zero.mp hz).resolve_left (mul_pos h₁ h₂).ne'
    linarith
  · intro h
    have hs : ‖coupling J₁ J₂ k‖ ^ 2 = |J₁ - J₂| ^ 2 := by
      rw [hn, sq_abs, h]
      ring
    have := (pow_left_inj₀ (norm_nonneg _) (abs_nonneg _) two_ne_zero).1 hs
    linarith
```

Since $E_+-E_- = 2|g|$, the separation equals $2|J_1-J_2|$ exactly when $|g|^2 = (J_1-J_2)^2$. By the formula for $|g|^2$, this means

$$2J_1J_2(1+\cos k) = 0,$$

and since $J_1J_2 > 0$, it holds exactly when $\cos k=-1$. The two bullets prove the two directions; the second takes square roots of nonnegative numbers.

```lean
/-- For positive couplings the smallest separation of the two bands over all wave numbers
is `2 |J₁ - J₂|`. -/
theorem least_separation {J₁ J₂ : ℝ} (h₁ : 0 < J₁) (h₂ : 0 < J₂) :
    IsLeast (Set.range fun k : ℝ => optical J₁ J₂ k - acoustic J₁ J₂ k)
      (2 * |J₁ - J₂|) := by
  refine ⟨⟨Real.pi, (separation_eq_iff h₁ h₂ Real.pi).2 Real.cos_pi⟩, ?_⟩
  rintro _ ⟨k, rfl⟩
  have hs : (J₁ - J₂) ^ 2 ≤ ‖coupling J₁ J₂ k‖ ^ 2 := by
    rw [norm_coupling_sq]
    nlinarith [mul_nonneg (mul_pos h₁ h₂).le
      (by linarith [Real.neg_one_le_cos k] : 0 ≤ 1 + Real.cos k)]
  have := abs_le_of_sq_le_sq hs (norm_nonneg _)
  change 2 * |J₁ - J₂| ≤ optical J₁ J₂ k - acoustic J₁ J₂ k
  unfold optical acoustic
  linarith
```

`IsLeast` says two things: the value $2|J_1-J_2|$ occurs among the separations, and none is smaller. It occurs at $k=\pi$. The bound follows from

$$|g|^2-(J_1-J_2)^2 = 2J_1J_2(1+\cos k)\ge 0,$$

which `nlinarith` derives from $\cos k\ge -1$. For $J_1=J_2$ the minimum is zero and the bands touch.

## The lower band at long wavelength

```lean
/-- The product of the two band energies is `4 J₁ J₂ sin²(k/2)`. -/
theorem acoustic_mul_optical (J₁ J₂ k : ℝ) :
    acoustic J₁ J₂ k * optical J₁ J₂ k = 4 * J₁ * J₂ * Real.sin (k / 2) ^ 2 := by
  have hc := Real.cos_two_mul (k / 2)
  rw [show 2 * (k / 2) = k by ring] at hc
  unfold acoustic optical
  linear_combination -norm_coupling_sq J₁ J₂ k - 2 * J₁ * J₂ * hc
    - 4 * J₁ * J₂ * Real.sin_sq_add_cos_sq (k / 2)
```

The product of the bands is

$$E_-E_+ = (J_1+J_2)^2-|g|^2 = 2J_1J_2(1-\cos k) = 4J_1J_2\sin^2(k/2).$$

The proof combines the formula for $|g|^2$ with the half-angle identity.

```lean
/-- For positive couplings the lower band divided by `k²` tends to `J₁ J₂ / (2 (J₁ + J₂))`
as `k` tends to zero. -/
theorem acoustic_stiffness {J₁ J₂ : ℝ} (h₁ : 0 < J₁) (h₂ : 0 < J₂) :
    Tendsto (fun k : ℝ => acoustic J₁ J₂ k / k ^ 2) (𝓝[≠] 0)
      (𝓝 (J₁ * J₂ / (2 * (J₁ + J₂)))) := by
  have hpos : ∀ k, optical J₁ J₂ k ≠ 0 := fun k => by
    unfold optical
    positivity
  have hc : Continuous fun k : ℝ => optical J₁ J₂ k := by
    unfold optical coupling
    fun_prop
  have h0 : optical J₁ J₂ 0 = 2 * (J₁ + J₂) := by
    have hg : coupling J₁ J₂ 0 = ((J₁ + J₂ : ℝ) : ℂ) := by simp [coupling]
    rw [optical, hg, Complex.norm_real, Real.norm_of_nonneg (by positivity)]
    ring
  -- the quotient extends continuously through k = 0
  have hF : Continuous fun k : ℝ =>
      J₁ * J₂ * Real.sinc (k / 2) ^ 2 / optical J₁ J₂ k :=
    (continuous_const.mul
      ((Real.continuous_sinc.comp (continuous_id.div_const 2)).pow 2)).div hc hpos
  have ht := (hF.tendsto 0).mono_left (nhdsWithin_le_nhds (s := {0}ᶜ))
  rw [h0, zero_div, Real.sinc_zero, one_pow, mul_one] at ht
  refine ht.congr' ?_
  filter_upwards [self_mem_nhdsWithin] with k hk
  have hk' : k ≠ 0 := hk
  have hs : (Real.sin (k / 2) / (k / 2)) ^ 2 * k ^ 2 = 4 * Real.sin (k / 2) ^ 2 := by
    field_simp
    ring
  rw [Real.sinc_of_ne_zero (div_ne_zero hk' two_ne_zero),
    div_eq_div_iff (hpos k) (pow_ne_zero 2 hk'), acoustic_mul_optical]
  linear_combination J₁ * J₂ * hs

end

end DimerizedFerromagnet
```

`Tendsto` with `𝓝[≠] 0` is the limit $k\to0$ through nonzero values. For positive couplings $E_+>0$, so the product formula can be divided by $E_+k^2$:

$$\frac{E_-}{k^2} = \frac{4J_1J_2\sin^2(k/2)}{k^2E_+} = \frac{J_1J_2}{E_+}\left(\frac{\sin(k/2)}{k/2}\right)^2.$$

As $k\to0$ the bracket tends to 1 and $E_+$ to $2(J_1+J_2)$, which gives the stated limit. Lean uses `Real.sinc`, the function $\sin x/x$ continued by 1 at $x=0$. Thus `hF` states that the right-hand side is continuous, `h0` evaluates $E_+(0)$, and the lines from `filter_upwards` on show that both sides agree for $k\neq0$.

## A ring in place of the infinite chain

The model could also have been a periodic ring of $N$ cells, with $k = 2\pi m/N$ for integer $m$. The matrix and the band formulas would stay the same, but $k=\pi$ is allowed only for even $N$, so for odd $N$ the smallest separation would exceed $2|J_1-J_2|$. The limit $k\to0$ would then require $N\to\infty$ as well.

```lean
#print axioms DimerizedFerromagnet.chainH_blochWave
-- 'DimerizedFerromagnet.chainH_blochWave' depends on axioms: [propext, Classical.choice, Quot.sound]
#print axioms DimerizedFerromagnet.magnon_bands
-- 'DimerizedFerromagnet.magnon_bands' depends on axioms: [propext, Classical.choice, Quot.sound]
#print axioms DimerizedFerromagnet.least_separation
-- 'DimerizedFerromagnet.least_separation' depends on axioms: [propext, Classical.choice, Quot.sound]
#print axioms DimerizedFerromagnet.acoustic_stiffness
-- 'DimerizedFerromagnet.acoustic_stiffness' depends on axioms: [propext, Classical.choice, Quot.sound]
```
